# In the Dirac representation, the Hermitian matrices that anticommute with α₁, α₂ and α₃ are the real combinations of β and iβγ₅

If the rest-mass matrix $\beta$ is taken to be the only mass term of the free Dirac Hamiltonian, a second one, $i\beta\gamma_5$, is missed, and finding it leaves open whether there is a third that is linearly independent of these two. The file below settles the count for constant $4\times4$ matrices, where a mass term means a Hermitian matrix that anticommutes with the three velocity matrices $\alpha_1,\alpha_2,\alpha_3$.

```lean
import Mathlib

open Complex (I)

namespace DiracMassTerms

noncomputable section

/-- Complex 4 by 4 matrices, acting on Dirac spinors. -/
abbrev Mat4 := Matrix (Fin 4) (Fin 4) ℂ

/-- The matrix `α₁` in the Dirac representation. -/
def alpha1 : Mat4 := !![0, 0, 0, 1; 0, 0, 1, 0; 0, 1, 0, 0; 1, 0, 0, 0]

/-- The matrix `α₂` in the Dirac representation. -/
def alpha2 : Mat4 := !![0, 0, 0, -I; 0, 0, I, 0; 0, -I, 0, 0; I, 0, 0, 0]

/-- The matrix `α₃` in the Dirac representation. -/
def alpha3 : Mat4 := !![0, 0, 1, 0; 0, 0, 0, -1; 1, 0, 0, 0; 0, -1, 0, 0]

/-- The matrix `β` in the Dirac representation. -/
def beta : Mat4 := !![1, 0, 0, 0; 0, 1, 0, 0; 0, 0, -1, 0; 0, 0, 0, -1]

/-- The chirality matrix `γ₅` in the Dirac representation. -/
def gamma5 : Mat4 := !![0, 0, 1, 0; 0, 0, 0, 1; 1, 0, 0, 0; 0, 1, 0, 0]

/-- The combination `a β + b (i β γ₅)` with complex coefficients. -/
def massTerm (a b : ℂ) : Mat4 := a • beta + b • (I • (beta * gamma5))

/-- `M` anticommutes with `α₁`, `α₂` and `α₃`. -/
def AnticommutesWithAlphas (M : Mat4) : Prop :=
  alpha1 * M + M * alpha1 = 0 ∧ alpha2 * M + M * alpha2 = 0 ∧ alpha3 * M + M * alpha3 = 0

/-- The kinetic term `α · p` for a real momentum `p`. -/
def kinetic (p : Fin 3 → ℝ) : Mat4 :=
  (p 0 : ℂ) • alpha1 + (p 1 : ℂ) • alpha2 + (p 2 : ℂ) • alpha3

/-- The chirality matrix is `γ₅ = -i α₁ α₂ α₃`. -/
theorem gamma5_eq : gamma5 = (-I) • (alpha1 * alpha2 * alpha3) := by
  ext i j
  fin_cases i <;> fin_cases j <;>
    simp [gamma5, alpha1, alpha2, alpha3]

/-- The matrix `a β + b (i β γ₅)` written out in components. -/
theorem massTerm_eq (a b : ℂ) : massTerm a b =
    !![a, 0, I * b, 0; 0, a, 0, I * b; -(I * b), 0, -a, 0; 0, -(I * b), 0, -a] := by
  ext i j
  fin_cases i <;> fin_cases j <;>
    simp [massTerm, beta, gamma5] <;> ring

/-- Every combination of `β` and `i β γ₅` anticommutes with the three `α` matrices. -/
theorem massTerm_anticommutes (a b : ℂ) : AnticommutesWithAlphas (massTerm a b) := by
  rw [massTerm_eq]
  refine ⟨?_, ?_, ?_⟩ <;> ext i j <;> fin_cases i <;> fin_cases j <;>
    simp [alpha1, alpha2, alpha3] <;> ring

/-- A complex matrix, Hermitian or not, anticommutes with the three `α` matrices exactly when
it is a complex combination of `β` and `i β γ₅`. -/
theorem anticommutes_iff (M : Mat4) :
    AnticommutesWithAlphas M ↔ ∃ a b : ℂ, M = massTerm a b := by
  constructor
  · rintro ⟨h1, h2, h3⟩
    have cancel : ∀ z : ℂ, I * z = 0 → z = 0 := fun z hz =>
      (mul_eq_zero.mp hz).resolve_left Complex.I_ne_zero
    -- entries of the relation with `α₁`
    have e1 : ∀ i j, ∑ k, alpha1 i k * M k j + ∑ k, M i k * alpha1 k j = 0 := fun i j => by
      simpa only [Matrix.add_apply, Matrix.mul_apply, Matrix.zero_apply] using
        congrFun (congrFun h1 i) j
    have a02 : M 3 2 + M 0 1 = 0 := by
      simpa [alpha1, Fin.sum_univ_four] using e1 0 2
    have a03 : M 3 3 + M 0 0 = 0 := by
      simpa [alpha1, Fin.sum_univ_four] using e1 0 3
    have a12 : M 2 2 + M 1 1 = 0 := by
      simpa [alpha1, Fin.sum_univ_four] using e1 1 2
    have a13 : M 2 3 + M 1 0 = 0 := by
      simpa [alpha1, Fin.sum_univ_four] using e1 1 3
    have a00 : M 3 0 + M 0 3 = 0 := by
      simpa [alpha1, Fin.sum_univ_four] using e1 0 0
    have a01 : M 3 1 + M 0 2 = 0 := by
      simpa [alpha1, Fin.sum_univ_four] using e1 0 1
    have a10 : M 2 0 + M 1 3 = 0 := by
      simpa [alpha1, Fin.sum_univ_four] using e1 1 0
    have a11 : M 2 1 + M 1 2 = 0 := by
      simpa [alpha1, Fin.sum_univ_four] using e1 1 1
    -- entries of the relation with `α₂`
    have e2 : ∀ i j, ∑ k, alpha2 i k * M k j + ∑ k, M i k * alpha2 k j = 0 := fun i j => by
      simpa only [Matrix.add_apply, Matrix.mul_apply, Matrix.zero_apply] using
        congrFun (congrFun h2 i) j
    have b02 : M 0 1 - M 3 2 = 0 := by
      refine cancel _ (Eq.trans ?_ (e2 0 2))
      simp [alpha2, Fin.sum_univ_four]
      ring
    have b13 : M 2 3 - M 1 0 = 0 := by
      refine cancel _ (Eq.trans ?_ (e2 1 3))
      simp [alpha2, Fin.sum_univ_four]
      ring
    have b00 : M 0 3 - M 3 0 = 0 := by
      refine cancel _ (Eq.trans ?_ (e2 0 0))
      simp [alpha2, Fin.sum_univ_four]
      ring
    have b11 : M 2 1 - M 1 2 = 0 := by
      refine cancel _ (Eq.trans ?_ (e2 1 1))
      simp [alpha2, Fin.sum_univ_four]
      ring
    -- entries of the relation with `α₃`
    have e3 : ∀ i j, ∑ k, alpha3 i k * M k j + ∑ k, M i k * alpha3 k j = 0 := fun i j => by
      simpa only [Matrix.add_apply, Matrix.mul_apply, Matrix.zero_apply] using
        congrFun (congrFun h3 i) j
    have c02 : M 2 2 + M 0 0 = 0 := by
      simpa [alpha3, Fin.sum_univ_four] using e3 0 2
    have c00 : M 2 0 + M 0 2 = 0 := by
      simpa [alpha3, Fin.sum_univ_four] using e3 0 0
    -- all entries are now fixed by `M 0 0` and `M 0 2`
    have m01 : M 0 1 = 0 := by linear_combination (a02 + b02) / 2
    have m32 : M 3 2 = 0 := by linear_combination (a02 - b02) / 2
    have m23 : M 2 3 = 0 := by linear_combination (a13 + b13) / 2
    have m10 : M 1 0 = 0 := by linear_combination (a13 - b13) / 2
    have m03 : M 0 3 = 0 := by linear_combination (a00 + b00) / 2
    have m30 : M 3 0 = 0 := by linear_combination (a00 - b00) / 2
    have m21 : M 2 1 = 0 := by linear_combination (a11 + b11) / 2
    have m12 : M 1 2 = 0 := by linear_combination (a11 - b11) / 2
    have m11 : M 1 1 = M 0 0 := by linear_combination a12 - c02
    have m22 : M 2 2 = -M 0 0 := by linear_combination c02
    have m33 : M 3 3 = -M 0 0 := by linear_combination a03
    have m13 : M 1 3 = M 0 2 := by linear_combination a10 - c00
    have m20 : M 2 0 = -M 0 2 := by linear_combination c00
    have m31 : M 3 1 = -M 0 2 := by linear_combination a01
    have hI : I * (-I * M 0 2) = M 0 2 := by linear_combination (-(M 0 2)) * Complex.I_sq
    refine ⟨M 0 0, -I * M 0 2, ?_⟩
    rw [massTerm_eq, hI]
    ext i j
    fin_cases i <;> fin_cases j <;>
      simp [m01, m32, m23, m10, m03, m30, m21, m12, m11, m22, m33, m13, m20, m31]
  · rintro ⟨a, b, rfl⟩
    exact massTerm_anticommutes a b

/-- The matrix `a β + b (i β γ₅)` is Hermitian exactly when `a` and `b` are real. -/
theorem massTerm_isHermitian_iff (a b : ℂ) :
    (massTerm a b).IsHermitian ↔ a.im = 0 ∧ b.im = 0 := by
  rw [massTerm_eq]
  constructor
  · intro h
    have h0 := congrArg Complex.im (h.apply 0 0)
    have h2 := congrArg Complex.re (h.apply 0 2)
    simp at h0 h2
    constructor <;> linarith
  · rintro ⟨ha, hb⟩
    refine Matrix.IsHermitian.ext fun i j => ?_
    fin_cases i <;> fin_cases j <;> simp [Complex.ext_iff, ha, hb]

/-- The matrices `β` and `i β γ₅` are independent: the coefficients of a combination are
determined by the matrix. -/
theorem massTerm_injective {a b c d : ℂ} (h : massTerm a b = massTerm c d) :
    a = c ∧ b = d := by
  rw [massTerm_eq, massTerm_eq] at h
  exact ⟨by simpa using congrFun (congrFun h 0) 0, by simpa using congrFun (congrFun h 0) 2⟩

/-- A matrix is Hermitian and anticommutes with `α₁`, `α₂`, `α₃` if and only if it equals
`a β + b (i β γ₅)` for exactly one pair of real numbers `(a, b)`. -/
theorem dirac_mass_terms (M : Mat4) :
    (M.IsHermitian ∧ AnticommutesWithAlphas M) ↔
      ∃! p : ℝ × ℝ, M = massTerm (p.1 : ℂ) (p.2 : ℂ) := by
  constructor
  · rintro ⟨hH, hA⟩
    obtain ⟨a, b, rfl⟩ := (anticommutes_iff M).1 hA
    -- Hermiticity makes both coefficients real
    obtain ⟨ha, hb⟩ := (massTerm_isHermitian_iff a b).1 hH
    have ha' : (a.re : ℂ) = a := Complex.ext (by simp) (by simp [ha])
    have hb' : (b.re : ℂ) = b := Complex.ext (by simp) (by simp [hb])
    refine ⟨(a.re, b.re), ?_, ?_⟩
    · show massTerm a b = massTerm (a.re : ℂ) (b.re : ℂ)
      rw [ha', hb']
    · rintro ⟨c, d⟩ h
      obtain ⟨h1, h2⟩ := massTerm_injective h
      exact Prod.ext (by simp [h1]) (by simp [h2])
  · rintro ⟨⟨a, b⟩, h, -⟩
    have h' : M = massTerm (a : ℂ) (b : ℂ) := h
    rw [h']
    exact ⟨(massTerm_isHermitian_iff _ _).2 ⟨by simp, by simp⟩, massTerm_anticommutes _ _⟩

/-- The Dirac Hamiltonian with both mass terms squares to `p² + a² + b²` times the identity. -/
theorem hamiltonian_sq (p : Fin 3 → ℝ) (a b : ℝ) :
    (kinetic p + massTerm (a : ℂ) (b : ℂ)) ^ 2 =
      ((p 0 ^ 2 + p 1 ^ 2 + p 2 ^ 2 + a ^ 2 + b ^ 2 : ℝ) : ℂ) • (1 : Mat4) := by
  rw [pow_two, massTerm_eq]
  ext i j
  fin_cases i <;> fin_cases j <;>
    simp [kinetic, alpha1, alpha2, alpha3]
  -- what remains are polynomial identities modulo `I ^ 2 = -1`
  all_goals (try ring_nf)
  all_goals (try simp only [Complex.I_sq])
  all_goals (try ring_nf)

end

end DiracMassTerms
```

```lean
#print axioms DiracMassTerms.gamma5_eq
#print axioms DiracMassTerms.dirac_mass_terms
#print axioms DiracMassTerms.hamiltonian_sq
```

```
'DiracMassTerms.gamma5_eq' depends on axioms: [propext, Classical.choice, Quot.sound]
'DiracMassTerms.dirac_mass_terms' depends on axioms: [propext, Classical.choice, Quot.sound]
'DiracMassTerms.hamiltonian_sq' depends on axioms: [propext, Classical.choice, Quot.sound]
```

## Two real numbers for every mass matrix

The main theorem, `dirac_mass_terms`, takes an arbitrary complex $4\times4$ matrix $M$. It says that the two conditions

$$M^\dagger=M,\qquad \alpha_kM+M\alpha_k=0\quad(k=1,2,3)$$

hold together if and only if there is exactly one pair of real numbers $(a,b)$ with

$$M=a\,\beta+b\,(i\beta\gamma_5).$$

In Lean the pair is `p : ℝ × ℝ`, and the symbol `∃!` means "there is exactly one". Existence says that $\beta$ and $i\beta\gamma_5$ suffice; uniqueness says that neither is redundant. Together they make the admissible matrices a real vector space of dimension two. The zero matrix belongs to it, with $a=b=0$.

The type `Mat4` holds complex matrices with rows and columns numbered 0 to 3, and the text uses the same numbering. Indices 0 and 1 are the upper two components of the spinor, with spin up and spin down; indices 2 and 3 are the lower two, in the same order. The matrices `alpha1`, `alpha2`, `alpha3`, `beta` and `gamma5` are written out explicitly. The sign of $\gamma_5$ is a convention, and `gamma5_eq` records it as $\gamma_5=-i\alpha_1\alpha_2\alpha_3$. The opposite sign would only replace $b$ by $-b$.

The function `massTerm a b` accepts complex coefficients, so that the real ones can be singled out by Hermiticity. The predicate `AnticommutesWithAlphas` is the conjunction of the three matrix equations above.

## Why a mass should anticommute with the velocity matrices

For a real momentum $p=(p_1,p_2,p_3)$, in units with $\hbar=c=1$, the Hamiltonian is $H=\sum_kp_k\alpha_k+M$. The matrices $\alpha_k$ square to the identity and anticommute with one another, so

$$H^2=p_1^2+p_2^2+p_3^2+M^2+\sum_kp_k(\alpha_kM+M\alpha_k).$$

The anticommutation condition stands for the absence of the last sum, which is linear in the momentum. What remains is the relativistic form of the energy, with $M^2$ in the place of the squared mass.

For $M=a\beta+b(i\beta\gamma_5)$ this square is easy to find. Both $\beta$ and $i\beta\gamma_5$ square to the identity, and they anticommute with each other because $\beta\gamma_5=-\gamma_5\beta$. Hence $M^2=a^2+b^2$ and

$$H^2=p_1^2+p_2^2+p_3^2+a^2+b^2,$$

which is the content of `hamiltonian_sq`. Lean numbers the momentum components `p 0`, `p 1`, `p 2`. The coefficient $a$ is the usual scalar mass and $b$ the pseudoscalar one. They add in quadrature: at a given momentum the energies of this $H$ depend only on $a^2+b^2$, so they alone can't tell $a$ from $b$.

The result is about one four-component spinor in three space dimensions. It does not treat masses that vary in space, interactions, or models with additional flavour, valley or particle-hole indices, where the matrices are larger. It is also stated in one representation only.

As an instance, take $p=(0,0,2)$, $a=1$ and $b=2$. The Hamiltonian then splits into a spin-up block on the components 0 and 2 and a spin-down block on 1 and 3:

$$\begin{pmatrix}1&2+2i\\2-2i&-1\end{pmatrix},\qquad
\begin{pmatrix}1&-2+2i\\-2-2i&-1\end{pmatrix}.$$

In each square the off-diagonal entries cancel and the diagonal entries are $1+8=9$. This agrees with $4+1+4=9$, and each block has the energies $\pm3$.

## Sixteen entries reduced to two

Write $M_{ij}$ for the entries of an unknown matrix that anticommutes with the three $\alpha_k$. Hermiticity isn't needed yet.

The matrix $\alpha_1$ reverses the order of the four components, so its relation reads $M_{3-i,j}+M_{i,3-j}=0$. Half of the resulting equations concern entries that connect spin up with spin down:

$$M_{32}=-M_{01},\quad M_{23}=-M_{10},\quad M_{30}=-M_{03},\quad M_{21}=-M_{12}.$$

The relation with $\alpha_2$ contains the same pairs with the other relative sign. Its $(0,2)$ entry, for example, is $-iM_{32}+iM_{01}=0$. After division by $i$, four such entries give

$$M_{32}=M_{01},\quad M_{23}=M_{10},\quad M_{30}=M_{03},\quad M_{21}=M_{12}.$$

A number equal to its own negative is zero, so all eight of these entries vanish.

For the other eight, $\alpha_1$ gives

$$M_{33}=-M_{00},\quad M_{22}=-M_{11},\quad M_{31}=-M_{02},\quad M_{20}=-M_{13},$$

and the $(0,2)$ and $(0,0)$ entries of the $\alpha_3$ relation give $M_{22}=-M_{00}$ and $M_{20}=-M_{02}$. Therefore $M_{11}=M_{00}$ and $M_{13}=M_{02}$, and everything is fixed by $M_{00}$ and $M_{02}$:

$$M=\begin{pmatrix}M_{00}&0&M_{02}&0\\0&M_{00}&0&M_{02}\\-M_{02}&0&-M_{00}&0\\0&-M_{02}&0&-M_{00}\end{pmatrix}.$$

Multiplying out $a\beta+b(i\beta\gamma_5)$ gives this same pattern, with $a$ in place of $M_{00}$ and $ib$ in place of $M_{02}$. So $a=M_{00}$ and $b=-iM_{02}$. Conversely, every matrix of this pattern satisfies the three relations, as substitution shows.

Hermiticity now acts on the coefficients. The diagonal entry requires $\bar a=a$. The entries $M_{02}=ib$ and $M_{20}=-ib$ must be complex conjugates of each other, which requires $\bar b=b$. Both coefficients are therefore real, and real coefficients do give a Hermitian matrix. They are unique because they can be read off from $M_{00}$ and $M_{02}$.

## The same reduction in Lean

The lemma `massTerm_eq` establishes the component form of the mass term by checking all sixteen entries: `ext` passes from matrices to entries, `fin_cases` lists the index values, and `simp` with `ring` does the arithmetic. With this form available, `massTerm_anticommutes` verifies the three relations in the same way.

The reduction itself is `anticommutes_iff`, which holds over the complex numbers and doesn't assume Hermiticity. The statements `e1`, `e2` and `e3` turn the three matrix equations into equations between entries. The facts whose names begin with `a`, `b` and `c` are individual entries of the relations with $\alpha_1$, $\alpha_2$ and $\alpha_3$, and the two digits give the row and column. The auxiliary `cancel` carries out the division by $i$ in the $\alpha_2$ relations.

The facts beginning with `m` then express the other fourteen entries of $M$ through `M 0 0` and `M 0 2`, or show that they vanish. Each is proved by `linear_combination`, which is given the equation, or the combination of equations, that one would use by hand. For instance, `m01` takes half the sum of `a02` and `b02`. The coefficients supplied at the end are `M 0 0` and `-I * M 0 2`, as in the derivation above, and `hI` confirms that $i(-iM_{02})=M_{02}$.

The step to real coefficients is `massTerm_isHermitian_iff`. It takes the imaginary part of the condition at entry $(0,0)$ and the real part at entry $(0,2)$; these give `a.im = 0` and `b.im = 0`. The lemma `massTerm_injective` compares the same two entries of two mass terms to show that their coefficients agree.

The proof of `dirac_mass_terms` joins these results. From left to right, it obtains complex coefficients, shows that they are real, and supplies their real parts as the pair; injectivity excludes any other pair. From right to left, it needs only the existence of a pair, and the earlier lemmas give Hermiticity and anticommutation.

For `hamiltonian_sq`, Lean follows a more direct route than the argument with anticommutators: it multiplies the explicit matrices and compares entries, using $i^2=-1$ to finish the polynomial identities.

## Matrices that commute with the velocities

A neighbouring classification follows by one multiplication with $\beta$. Since $\beta$ anticommutes with each $\alpha_k$,

$$\alpha_k(\beta N)+(\beta N)\alpha_k=\beta(N\alpha_k-\alpha_kN).$$

Thus a matrix $N$ commutes with all three $\alpha_k$ exactly when $\beta N$ anticommutes with them. The complex classification then gives $\beta N=a\beta+b(i\beta\gamma_5)$, and multiplying by $\beta$ once more yields $N=a+ib\gamma_5$. The matrices that commute with all three velocity matrices are therefore the complex combinations of the identity and $\gamma_5$, and the Hermitian ones among them are the real combinations. This corollary is derived here by hand and is not among the theorems of the file.
